# The Energy Error of a Linear Muffin-Tin Orbital as a Quadratic Form in Its Deviation from an Exact State

The Hamiltonian $H$ is taken to be symmetric only on a subspace $U$ of a real inner-product space $V$, and not on all of $V$. Inside a muffin-tin sphere, $V$ stands for functions with any behaviour at the surface, and $U$ for those that obey a fixed boundary condition, such as a prescribed logarithmic derivative. Between functions outside $U$, moving $H$ from one side of the inner product to the other can leave a surface term.

The orbital is built from two vectors. The first, $\phi$, is a unit solution at a chosen energy $E_0$, so $H\phi=E_0\phi$. The second, $\psi$, stands for the energy derivative of the solution: differentiating $(H-E)\phi(E)=0$ at $E_0$ gives $H\psi=E_0\psi+\phi$, and keeping $\phi(E)$ normalised gives $\langle\phi,\psi\rangle=0$.

Anyone who declares $H$ symmetric on the whole of $V$, as is usual for a Hamiltonian, makes these equations contradictory: $\langle H\phi,\psi\rangle=0$, but $\langle\phi,H\psi\rangle=1$. Every theorem about such a pair would then be true for want of examples. For the same reason $\phi$ and $\psi$ cannot both lie in $U$; only their combination has to.

## The mean energy and its error

Let $\chi=\phi+w\psi$ with $w$ real, and let $p=\|\psi\|^2$. Suppose that $\chi$ and $u$ lie in $U$ and that $Hu=Eu$. The claim is

$$E_0+\frac{w}{1+pw^2}-E=\frac{\langle\chi-u,(H-E)(\chi-u)\rangle}{1+pw^2}.$$

First, $H$ acts on the orbital as

$$H\chi=E_0\phi+w(E_0\psi+\phi)=E_0\chi+w\phi.$$

Orthogonality gives $\langle\chi,\phi\rangle=1$ and $\|\chi\|^2=1+pw^2$. Hence

$$\langle\chi,H\chi\rangle=E_0(1+pw^2)+w,$$

and division by $\|\chi\|^2$ gives the mean energy $E_0+w/(1+pw^2)$.

Now put $\delta=\chi-u$. Since $(H-E)u=0$, we have $(H-E)\delta=(H-E)\chi$, and so

$$\langle\delta,(H-E)\delta\rangle=\langle\chi,(H-E)\chi\rangle-\langle u,(H-E)\chi\rangle.$$

Symmetry on $U$ removes the last term:

$$\langle u,H\chi\rangle-E\langle u,\chi\rangle=\langle Hu,\chi\rangle-E\langle u,\chi\rangle=0.$$

What remains is $\langle\chi,H\chi\rangle-E\|\chi\|^2=(E_0-E)(1+pw^2)+w$. Dividing by $1+pw^2$ proves the claim.

With $\varepsilon=E-E_0$, the residual is explicit:

$$(H-E)\delta=-\varepsilon\chi+w\phi=(w-\varepsilon)\phi-\varepsilon w\psi.$$

The Cauchy–Schwarz and triangle inequalities then give

$$\left|E_0+\frac{w}{1+pw^2}-E\right|\le\frac{\|\delta\|\,\bigl(|w-\varepsilon|+|\varepsilon w|\,\|\psi\|\bigr)}{1+pw^2}.$$

The bracket is an upper bound for $\|(H-E)\delta\|$, so the numerator is a product of two measures of the error. In electronic-structure terms, the identity for the energy error shows for a single orbital in one sphere how the energy error of a linearised solution lacks a term linear in the error of the state. The full linear muffin-tin orbital method also joins orbitals on many sites and solves a matrix eigenvalue problem, which this model leaves out.

## Symmetry and the orbital pair in Lean

The space `V` carries a real inner product and need not be complete or finite-dimensional.

```lean
import Mathlib

open scoped InnerProductSpace

namespace LinearMuffinTinOrbital

noncomputable section

variable {V : Type*} [NormedAddCommGroup V] [InnerProductSpace ℝ V]
```

`H : V →ₗ[ℝ] V` is a linear map defined on all of `V`, with no continuity assumed. The next definition restricts its symmetry to pairs of vectors in `U`.

```lean
/-- The Hamiltonian `H` is symmetric between any two states of the subspace `U`. -/
def SymmetricOn (H : V →ₗ[ℝ] V) (U : Submodule ℝ V) : Prop :=
  ∀ x ∈ U, ∀ y ∈ U, ⟪H x, y⟫_ℝ = ⟪x, H y⟫_ℝ
```

The four fields below are the conditions on $\phi$ and $\psi$. The energy derivative enters only through the equation it satisfies; no family $\phi(E)$ is constructed.

```lean
/-- `φ` is a normalised solution at energy `E0`, and `ψ` is orthogonal to `φ` and solves the
energy-differentiated equation `(H - E0) ψ = φ`. -/
structure IsOrbitalPair (H : V →ₗ[ℝ] V) (E0 : ℝ) (φ ψ : V) : Prop where
  solution : H φ = E0 • φ
  derivative : H ψ = E0 • ψ + φ
  unit : ‖φ‖ = 1
  orth : ⟪φ, ψ⟫_ℝ = 0
```

The orbital and the mean energy follow the formulas above. The orbital need not be normalised, so `meanEnergy` divides by the squared norm.

```lean
/-- The combination `φ + w ψ`, which models a linear muffin-tin orbital inside one sphere. -/
def orbital (φ ψ : V) (w : ℝ) : V := φ + w • ψ

/-- The mean energy `⟨x, H x⟩ / ⟨x, x⟩` of a nonzero state `x`. -/
def meanEnergy (H : V →ₗ[ℝ] V) (x : V) : ℝ := ⟪x, H x⟫_ℝ / ‖x‖ ^ 2
```

## The orbital's energy

The first theorem expands $H\chi$ by linearity, and `module` collects the vector terms.

```lean
variable {H : V →ₗ[ℝ] V} {U : Submodule ℝ V} {E0 E : ℝ} {φ ψ u : V}

/-- If `φ`, `ψ` are an orbital pair of `H` at energy `E0` (`IsOrbitalPair`), then `H` acts on
`χ = φ + w ψ` as `H χ = E0 χ + w φ`. -/
theorem hamiltonian_orbital (h : IsOrbitalPair H E0 φ ψ) (w : ℝ) :
    H (orbital φ ψ w) = E0 • orbital φ ψ w + w • φ := by
  simp only [orbital, map_add, map_smul, h.solution, h.derivative]
  module
```

The next one computes the overlap with $\phi$ and the squared norm. The simplifier expands the inner products and removes the cross terms by orthogonality.

```lean
/-- If `φ`, `ψ` are an orbital pair of `H` at energy `E0` (`IsOrbitalPair`), then the orbital
`φ + w ψ` has unit overlap with `φ`, and its squared norm is `1 + p w²` with `p = ‖ψ‖²`. -/
theorem orbital_overlaps (h : IsOrbitalPair H E0 φ ψ) (w : ℝ) :
    ⟪orbital φ ψ w, φ⟫_ℝ = 1 ∧ ‖orbital φ ψ w‖ ^ 2 = 1 + ‖ψ‖ ^ 2 * w ^ 2 := by
  have h' : ⟪ψ, φ⟫_ℝ = 0 := by rw [real_inner_comm]; exact h.orth
  constructor
  · simp only [orbital, inner_add_left, real_inner_smul_left, h',
      real_inner_self_eq_norm_sq, h.unit]
    ring
  · rw [← real_inner_self_eq_norm_sq (orbital φ ψ w)]
    simp only [orbital, inner_add_left, inner_add_right, real_inner_smul_left,
      real_inner_smul_right, h', h.orth]
    simp only [real_inner_self_eq_norm_sq, h.unit]
    ring
```

These results give the mean energy. The auxiliary equation `hw` clears the denominator, which is positive for every real $w$.

```lean
/-- If `φ`, `ψ` are an orbital pair of `H` at energy `E0` (`IsOrbitalPair`), then the mean energy of
the orbital `φ + w ψ` is `E0 + w / (1 + p w²)` with `p = ‖ψ‖²`. -/
theorem meanEnergy_orbital (h : IsOrbitalPair H E0 φ ψ) (w : ℝ) :
    meanEnergy H (orbital φ ψ w) = E0 + w / (1 + ‖ψ‖ ^ 2 * w ^ 2) := by
  obtain ⟨h1, h2⟩ := orbital_overlaps h w
  have hD : 0 < 1 + ‖ψ‖ ^ 2 * w ^ 2 := by positivity
  have hw : w / (1 + ‖ψ‖ ^ 2 * w ^ 2) * (1 + ‖ψ‖ ^ 2 * w ^ 2) = w := by field_simp
  rw [meanEnergy, hamiltonian_orbital h, inner_add_right, real_inner_smul_right,
    real_inner_smul_right, real_inner_self_eq_norm_sq, h1, h2, div_eq_iff hD.ne']
  linear_combination -hw
```

## The disappearance of the linear terms

Here $\chi$ may be any vector of `U`. The equation `e` removes $u$ from the residual, `hs` is symmetry applied to $\chi$ and $u$, and `linear_combination` carries out the cancellation.

```lean
/-- If `H` is symmetric on `U`, and `U` contains `χ` and a solution `u` of `H u = E u`, then
`⟨χ - u, (H - E)(χ - u)⟩ = ⟨χ, H χ⟩ - E ‖χ‖²`. -/
theorem error_quadratic (hU : SymmetricOn H U) {χ : V} (hχ : χ ∈ U) (hu : u ∈ U)
    (hE : H u = E • u) :
    ⟪χ - u, H (χ - u) - E • (χ - u)⟫_ℝ = ⟪χ, H χ⟫_ℝ - E * ‖χ‖ ^ 2 := by
  have hs := hU χ hχ u hu
  rw [hE, real_inner_smul_right] at hs
  -- the exact state drops out of the residual
  have e : H (χ - u) - E • (χ - u) = H χ - E • χ := by
    rw [map_sub, hE]
    module
  have c1 : ⟪u, H χ⟫_ℝ = ⟪H χ, u⟫_ℝ := real_inner_comm _ _
  have c2 : ⟪u, χ⟫_ℝ = ⟪χ, u⟫_ℝ := real_inner_comm _ _
  rw [e]
  simp only [inner_sub_left, inner_sub_right, real_inner_smul_right,
    real_inner_self_eq_norm_sq]
  linear_combination -c1 - hs + E * c2
```

The main theorem inserts the orbital's energy and norm into this identity. The existence of $u$ is a hypothesis. It need not be normalised, and the formula holds for every multiple of it, but $\chi-u$ is small only when the scale of $u$ matches that of $\chi$. Even $u=0$ is allowed, and the formula then just restates the mean energy relative to $E$.

```lean
/-- Let `φ`, `ψ` be an orbital pair of `H` at energy `E0` (`IsOrbitalPair`), let `H` be symmetric on
`U`, and let `U` contain the orbital `χ = φ + w ψ` and a solution `u` of `H u = E u`. Then the
energy `E0 + w / (1 + p w²)`, with `p = ‖ψ‖²`, differs from `E` by
`⟨χ - u, (H - E)(χ - u)⟩ / (1 + p w²)`. -/
theorem energy_error (h : IsOrbitalPair H E0 φ ψ) (hU : SymmetricOn H U) {w : ℝ}
    (hχ : orbital φ ψ w ∈ U) (hu : u ∈ U) (hE : H u = E • u) :
    E0 + w / (1 + ‖ψ‖ ^ 2 * w ^ 2) - E =
      ⟪orbital φ ψ w - u, H (orbital φ ψ w - u) - E • (orbital φ ψ w - u)⟫_ℝ /
        (1 + ‖ψ‖ ^ 2 * w ^ 2) := by
  obtain ⟨h1, h2⟩ := orbital_overlaps h w
  have hD : 0 < 1 + ‖ψ‖ ^ 2 * w ^ 2 := by positivity
  have hw : w / (1 + ‖ψ‖ ^ 2 * w ^ 2) * (1 + ‖ψ‖ ^ 2 * w ^ 2) = w := by field_simp
  rw [error_quadratic hU hχ hu hE, hamiltonian_orbital h, inner_add_right,
    real_inner_smul_right, real_inner_smul_right, real_inner_self_eq_norm_sq, h1, h2,
    eq_div_iff hD.ne']
  linear_combination hw
```

For the bound, `e` writes the residual in terms of $\phi$ and $\psi$, `hn` is the triangle inequality, and `abs_real_inner_le_norm` is Cauchy–Schwarz.

```lean
/-- Let `φ`, `ψ` be an orbital pair of `H` at energy `E0` (`IsOrbitalPair`), let `H` be symmetric on
`U`, and let `U` contain the orbital `χ = φ + w ψ` and a solution `u` of `H u = E u`. Then the
energy `E0 + w / (1 + p w²)` differs from `E` by at most
`‖χ - u‖ (|w - ε| + |ε w| ‖ψ‖) / (1 + p w²)`, where `ε = E - E0` and `p = ‖ψ‖²`. -/
theorem energy_error_bound (h : IsOrbitalPair H E0 φ ψ) (hU : SymmetricOn H U) {w : ℝ}
    (hχ : orbital φ ψ w ∈ U) (hu : u ∈ U) (hE : H u = E • u) :
    |E0 + w / (1 + ‖ψ‖ ^ 2 * w ^ 2) - E| ≤
      ‖orbital φ ψ w - u‖ * (|w - (E - E0)| + |(E - E0) * w| * ‖ψ‖) /
        (1 + ‖ψ‖ ^ 2 * w ^ 2) := by
  have hD : 0 < 1 + ‖ψ‖ ^ 2 * w ^ 2 := by positivity
  -- the residual is a combination of `φ` and `ψ` alone
  have e : H (orbital φ ψ w - u) - E • (orbital φ ψ w - u) =
      (w - (E - E0)) • φ - ((E - E0) * w) • ψ := by
    rw [map_sub, hE, hamiltonian_orbital h]
    simp only [orbital]
    module
  have hn : ‖(w - (E - E0)) • φ - ((E - E0) * w) • ψ‖ ≤
      |w - (E - E0)| + |(E - E0) * w| * ‖ψ‖ := by
    have ht := norm_sub_le ((w - (E - E0)) • φ) (((E - E0) * w) • ψ)
    rwa [norm_smul, norm_smul, h.unit, mul_one, Real.norm_eq_abs, Real.norm_eq_abs] at ht
  rw [energy_error h hU hχ hu hE, e, abs_div, abs_of_pos hD]
  refine div_le_div_of_nonneg_right ?_ hD.le
  exact (abs_real_inner_le_norm _ _).trans (mul_le_mul_of_nonneg_left hn (norm_nonneg _))
```

## The boundary condition fixes the coefficient

If both $\phi+w\psi$ and $\phi+w'\psi$ lie in $U$, symmetry between them equates two expressions that differ only in the terms $w$ and $w'$. Hence $w=w'$. Whether a suitable coefficient exists depends on $U$.

```lean
/-- If `φ`, `ψ` are an orbital pair of `H` at energy `E0` (`IsOrbitalPair`) and `H` is symmetric on
`U`, then at most one coefficient `w` puts the orbital `φ + w ψ` into `U`. -/
theorem coefficient_unique (h : IsOrbitalPair H E0 φ ψ) (hU : SymmetricOn H U) {w w' : ℝ}
    (hw : orbital φ ψ w ∈ U) (hw' : orbital φ ψ w' ∈ U) : w = w' := by
  have hs := hU _ hw _ hw'
  have h1 := (orbital_overlaps h w).1
  have h2 : ⟪φ, orbital φ ψ w'⟫_ℝ = 1 := by
    rw [real_inner_comm]
    exact (orbital_overlaps h w').1
  simp only [hamiltonian_orbital h, inner_add_left, inner_add_right, real_inner_smul_left,
    real_inner_smul_right, h1, h2] at hs
  linarith
```

## A three-dimensional example

A small matrix model shows that the conditions are consistent. It is not a discretised sphere.

```lean
/-- A model Hamiltonian on three-dimensional space, `(a, b, c) ↦ (b + c, 0, c)`. -/
def modelH : EuclideanSpace ℝ (Fin 3) →ₗ[ℝ] EuclideanSpace ℝ (Fin 3) where
  toFun x := !₂[x 1 + x 2, 0, x 2]
  map_add' x y := by
    ext i
    fin_cases i <;> simp
    ring
  map_smul' c x := by
    ext i
    fin_cases i <;> simp
    ring
```

On the plane $a=b+c$ the map is symmetric, because there $\langle Hx,y\rangle=x_0y_0+x_2y_2$, with components numbered from zero as in Lean.

```lean
/-- The plane of vectors `(a, b, c)` with `a = b + c`. -/
def modelU : Submodule ℝ (EuclideanSpace ℝ (Fin 3)) where
  carrier := {x | x 0 = x 1 + x 2}
  add_mem' := by
    intro x y hx hy
    simp only [Set.mem_ofPred_eq, PiLp.add_apply] at *
    linarith
  zero_mem' := by simp
  smul_mem' := by
    intro c x hx
    simp only [Set.mem_ofPred_eq, PiLp.smul_apply, smul_eq_mul] at *
    rw [hx]
    ring
```

The last theorem checks each condition by components. Here $\chi=(1,1,0)$ and $u=(1,0,1)$ both have norm $\sqrt2$; the normalised states are $(1,1,0)/\sqrt2$ and $(1,0,1)/\sqrt2$. The mean energy is $1/2$ and $E=1$, so the error is $-1/2$. On the other side, $\chi-u=(0,1,-1)$ and $(H-E)(\chi-u)=(0,-1,0)$, whose inner product $-1$ is divided by $1+pw^2=2$. The negative sign is a feature of the matrix model: the mean energy lies below $1$, the only eigenvalue with an eigenvector in the plane. For a Schrödinger Hamiltonian in a real sphere, the variational principle keeps the mean energy of the orbital at or above the lowest level that obeys the boundary condition, so a negative error can occur only when $E$ is a higher level.

```lean
/-- The model Hamiltonian and plane, with `φ = (1, 0, 0)`, `ψ = (0, 1, 0)`, `u = (1, 0, 1)`,
`w = 1`, `E0 = 0` and `E = 1`, meet all conditions of the energy-error formula. -/
theorem energy_error_witness :
    IsOrbitalPair modelH 0 !₂[1, 0, 0] !₂[0, 1, 0] ∧ SymmetricOn modelH modelU ∧
      orbital !₂[1, 0, 0] !₂[0, 1, 0] 1 ∈ modelU ∧ !₂[1, 0, 1] ∈ modelU ∧
      modelH !₂[1, 0, 1] = (1 : ℝ) • !₂[1, 0, 1] := by
  have key : ∀ x : EuclideanSpace ℝ (Fin 3), x ∈ modelU ↔ x 0 = x 1 + x 2 :=
    fun _ => Iff.rfl
  refine ⟨⟨?_, ?_, ?_, ?_⟩, ?_, ?_, ?_, ?_⟩
  · ext i
    fin_cases i <;> simp [modelH]
  · ext i
    fin_cases i <;> simp [modelH]
  · simp [EuclideanSpace.norm_eq, Fin.sum_univ_three]
  · simp [PiLp.inner_apply, Fin.sum_univ_three]
  · intro x hx y hy
    rw [key] at hx hy
    simp [modelH, PiLp.inner_apply, Fin.sum_univ_three]
    linear_combination x 0 * hy - y 0 * hx
  · rw [key]
    simp [orbital]
  · rw [key]
    simp
  · ext i
    fin_cases i <;> simp [modelH]

end

end LinearMuffinTinOrbital
```

```lean
#print axioms LinearMuffinTinOrbital.meanEnergy_orbital
#print axioms LinearMuffinTinOrbital.energy_error_bound
#print axioms LinearMuffinTinOrbital.coefficient_unique
```

```
'LinearMuffinTinOrbital.meanEnergy_orbital' depends on axioms: [propext, Classical.choice, Quot.sound]
'LinearMuffinTinOrbital.energy_error_bound' depends on axioms: [propext, Classical.choice, Quot.sound]
'LinearMuffinTinOrbital.coefficient_unique' depends on axioms: [propext, Classical.choice, Quot.sound]
```
